# For a skew matrix, the initial-stress trace weights each squared entry by the mean of two principal stresses

In a basis where the initial stress is diagonal, with real principal values σᵢ, the lemma evaluates the trace of σHᵀH for a real skew matrix H. It equals the sum over all ordered pairs (i, j) of Hᵢⱼ² times the mean of σᵢ and σⱼ. The index set is finite, and the stresses may have any sign. The proof first expands the trace as a double sum of σᵢHⱼᵢ², then rewrites that sum in two ways, once by skewness and once by exchanging the order of summation, and averages the results.

An attempt in Lean 4 with a fault in it:

```lean
import Mathlib

open Matrix Filter Topology

namespace InitialStressRotation

noncomputable section

attribute [local instance] Matrix.normedAddCommGroup Matrix.normedSpace

variable {n : Type*} [Fintype n] [DecidableEq n]

/-- For principal stresses `σ` and skew `H`, the initial-stress term weights each squared entry
`H i j` by the mean of `σ i` and `σ j`. -/
theorem trace_principal_skew (σ : n → ℝ) {H : Matrix n n ℝ} (hH : Hᵀ = -H) :
    trace (diagonal σ * (Hᵀ * H)) = ∑ i, ∑ j, (σ i + σ j) / 2 * H i j ^ 2 := by
  have h1 : trace (diagonal σ * (Hᵀ * H)) = ∑ i, ∑ j, σ i * H j i ^ 2 := by
    simp [trace, Matrix.diagonal_mul, Matrix.mul_apply, Finset.mul_sum, pow_two]
  have h2 : ∑ i, ∑ j, σ i * H j i ^ 2 = ∑ i, ∑ j, σ i * H i j ^ 2 := by
    refine Finset.sum_congr rfl fun i _ => Finset.sum_congr rfl fun j _ => ?_
    have h : H j i = -H i j := congrFun (congrFun hH i) j
    rw [h, neg_sq]
  have h3 : ∑ i, ∑ j, σ i * H j i ^ 2 = ∑ i, ∑ j, σ j * H i j ^ 2 := Finset.sum_comm
  have h4 : ∑ i, ∑ j, (σ i + σ j) / 2 * H i j ^ 2 =
      1 / 2 * (∑ i, ∑ j, σ i * H i j ^ 2) + 1 / 2 * ∑ i, ∑ j, σ j * H i j ^ 2 := by
    simp only [Finset.mul_sum, ← Finset.sum_add_distrib]
    refine Finset.sum_congr rfl fun i _ => Finset.sum_congr rfl fun j _ => ?_
    ring
  linarith

end

end InitialStressRotation
```

The error:

```
Main.lean:17:73: error: unsolved goals
n : Type u_1
inst✝¹ : Fintype n
inst✝ : DecidableEq n
σ : n → ℝ
H : Matrix n n ℝ
hH : Hᵀ = -H
⊢ ∑ i, ∑ j, ∑ i_1, diagonal σ i j * (H i_1 j * H i_1 i) = ∑ x, ∑ x_1, σ x * (H x_1 x * H x_1 x)
Main.lean:18:17: warning: This simp argument is unused:
  Matrix.diagonal_mul

Hint: Omit it from the simp argument list.
  [apply] simp [trace, Matrix.mul_apply, Finset.mul_sum, pow_two]

Note: This linter can be disabled with `set_option linter.unusedSimpArgs false`
```

Lean accepts the file once it reads:

```diff
@@ -16,5 +16,9 @@
     trace (diagonal σ * (Hᵀ * H)) = ∑ i, ∑ j, (σ i + σ j) / 2 * H i j ^ 2 := by
   have h1 : trace (diagonal σ * (Hᵀ * H)) = ∑ i, ∑ j, σ i * H j i ^ 2 := by
-    simp [trace, Matrix.diagonal_mul, Matrix.mul_apply, Finset.mul_sum, pow_two]
+    simp only [trace, Matrix.diag_apply, Matrix.diagonal_mul]
+    refine Finset.sum_congr rfl fun i _ => ?_
+    rw [Matrix.mul_apply, Finset.mul_sum]
+    refine Finset.sum_congr rfl fun j _ => ?_
+    rw [Matrix.transpose_apply, pow_two]
   have h2 : ∑ i, ∑ j, σ i * H j i ^ 2 = ∑ i, ∑ j, σ i * H i j ^ 2 := by
     refine Finset.sum_congr rfl fun i _ => Finset.sum_congr rfl fun j _ => ?_
```

The error is in `h1`, the expansion of the trace. Both `Matrix.diagonal_mul` and `Matrix.mul_apply` can rewrite an entry of the outer product `diagonal σ * (Hᵀ * H)`, and `simp` used the second. That turned the product into a sum over `j` with the factor `diagonal σ i j`, which is why the left side of the unsolved goal has three sums and the right side only two. `Matrix.diagonal_mul` then had no product left to match, so the linter reports it as unused.

The repair fixes the order. `simp only` is given `Matrix.diagonal_mul` without `Matrix.mul_apply`, so each diagonal entry becomes `σ i * (Hᵀ * H) i i`. The first `Finset.sum_congr` reduces the goal to a fixed `i`, where `Matrix.mul_apply` can only expand the inner product, and `Finset.mul_sum` moves `σ i` inside the sum. The second `Finset.sum_congr` compares single terms, which `Matrix.transpose_apply` and `pow_two` make identical.
